# For two spins 1/2 and real $t$, $\exp(-it\,I_{1z}I_{2z})$ is a Kronecker product exactly when $t$ is an integer multiple of $2\pi$

Two spins 1/2 in a molecule evolve during a delay $\tau$ under a weak scalar coupling $J$, given in hertz. With shifts and relaxation left out, the propagator is

$$U(t)=\exp(-it\,I_{1z}I_{2z}),\qquad t=2\pi J\tau .$$

Here $I_{1z}$ and $I_{2z}$ are the $z$ components of the two spins in units of $\hbar$. For which delays does $U(t)$ act as two separate one-spin operators, and for which can it entangle spins that start in a product state?

## The test $ad=bc$ and the local delays

Order the product basis as $\uparrow\uparrow,\uparrow\downarrow,\downarrow\uparrow,\downarrow\downarrow$. For complex $a,b,c,d$, zeros included,

$$\mathrm{diag}(a,b,c,d)=A\otimes B\ \text{ for some } 2\times2 \text{ matrices } A,B\iff ad=bc .$$

For the coupling propagator with real $t$, this gives

$$U(t)=A\otimes B\ \text{ for some } A,B\iff t=2\pi k\ \text{ for some integer } k .$$

In terms of the delay, $J\tau$ must be an integer.

## Splitting a diagonal gate and reducing its angle

A simulation code that replaces a diagonal two-spin gate by two one-spin gates relies on $ad=bc$; for this pure $zz$ coupling, the replacement is exact only at the listed values of $t$.

Locality recurs with period $2\pi$, but the propagator does not. At $t=2\pi$ it equals $-4i\,I_{1z}I_{2z}$, with diagonal $(-i,i,i,-i)$, which is not a multiple of the identity. A code that reduces $t$ modulo $2\pi$ can therefore lose a $z$ rotation by $\pi$ on each spin, even when global phase is ignored.

## From vanishing minors to multiples of $2\pi$

**Factorising an array.** Let $\psi(i,j)$ be a complex array. If $\psi(i,j)=u_iv_j$, then both sides of

$$\psi(i,j)\,\psi(k,l)=\psi(i,l)\,\psi(k,j)$$

equal $u_iu_kv_jv_l$, so all $2\times2$ minors vanish. Conversely, suppose they vanish. If some $\psi(i_0,j_0)\neq0$, set

$$u_i=\psi(i,j_0),\qquad v_j=\frac{\psi(i_0,j)}{\psi(i_0,j_0)} .$$

The minor with $k=i_0$ and $l=j_0$ gives $u_iv_j=\psi(i,j)$. If every entry is zero, take $u=v=0$.

**Diagonal operators.** If $\mathrm{diag}(f)=A\otimes B$, its diagonal entries are $f(i,j)=A_{ii}B_{jj}$, so $f$ factorises. If $f(i,j)=u_iv_j$, then $\mathrm{diag}(f)=\mathrm{diag}(u)\otimes\mathrm{diag}(v)$. For four entries, the only nontrivial minor condition is $ad=bc$.

**The propagator.** The product $I_{1z}I_{2z}$ is diagonal, with entries $1/4$ for parallel and $-1/4$ for antiparallel spins. Hence

$$U(t)=\mathrm{diag}\left(e^{-it/4},e^{it/4},e^{it/4},e^{-it/4}\right),$$

and $ad=bc$ becomes $e^{-it/2}=e^{it/2}$. This holds exactly when $-it/2=it/2+2\pi i k$ for an integer $k$, that is, $t=-2\pi k$. As $k$ runs over all integers, so does $-k$.

**A state that detects entangling evolution.** Applied to an array with every amplitude equal to $c\neq0$, $\mathrm{diag}(f)$ gives $c\,f(i,j)$. This factorises exactly when $f$ does, since $c$ can be absorbed into one factor. For two spins, the normalised choice $c=1/2$ shows that $U(t)$ leaves the uniform state unentangled exactly when $t=2\pi k$.

**The value at $2\pi$.** Since $e^{i\pi/2}=i$, the diagonal of $U(2\pi)$ is $(-i,i,i,-i)$. Multiplying the coupling entries $(1/4,-1/4,-1/4,1/4)$ by $-4i$ gives the same list.

## The Lean file

```lean
import Mathlib

open Matrix
open scoped Kronecker

namespace LocalVersusEntangling

noncomputable section

variable {m n : Type*}

/-- An operator on a bipartite system is local if it is a Kronecker product of one operator
on each part. -/
def IsLocal (M : Matrix (m × n) (m × n) ℂ) : Prop :=
  ∃ (A : Matrix m m ℂ) (B : Matrix n n ℂ), M = A ⊗ₖ B

/-- A bipartite amplitude array is a product state if it factorises into one amplitude
for each part (normalisation is not imposed). -/
def IsProductState (ψ : m × n → ℂ) : Prop :=
  ∃ (u : m → ℂ) (v : n → ℂ), ∀ i j, ψ (i, j) = u i * v j

/-- The magnetic quantum numbers 1/2 and -1/2 of a spin 1/2. -/
def mz : Fin 2 → ℂ := ![1 / 2, -1 / 2]

/-- The z component of a single spin 1/2. -/
def Iz : Matrix (Fin 2) (Fin 2) ℂ := diagonal mz

/-- The z component of the first spin, as an operator on the pair. -/
def I1z : Matrix (Fin 2 × Fin 2) (Fin 2 × Fin 2) ℂ :=
  Iz ⊗ₖ (1 : Matrix (Fin 2) (Fin 2) ℂ)

/-- The z component of the second spin, as an operator on the pair. -/
def I2z : Matrix (Fin 2 × Fin 2) (Fin 2 × Fin 2) ℂ :=
  (1 : Matrix (Fin 2) (Fin 2) ℂ) ⊗ₖ Iz

/-- The coupling propagator exp(-i t I1z I2z). -/
def propagator (t : ℝ) : Matrix (Fin 2 × Fin 2) (Fin 2 × Fin 2) ℂ :=
  NormedSpace.exp ((-(Complex.I * (t : ℂ))) • (I1z * I2z))

/-- A bipartite amplitude array is a product state iff all its two-by-two minors vanish. -/
theorem isProductState_iff_minors (ψ : m × n → ℂ) :
    IsProductState ψ ↔ ∀ i k j l, ψ (i, j) * ψ (k, l) = ψ (i, l) * ψ (k, j) := by
  constructor
  · rintro ⟨u, v, h⟩ i k j l
    simp only [h]
    ring
  · intro h
    by_cases h0 : ∃ p, ψ p ≠ 0
    · -- a nonzero amplitude fixes both factors through its row and its column
      obtain ⟨⟨i₀, j₀⟩, hp⟩ := h0
      refine ⟨fun i => ψ (i, j₀), fun j => ψ (i₀, j) / ψ (i₀, j₀), fun i j => ?_⟩
      show ψ (i, j) = ψ (i, j₀) * (ψ (i₀, j) / ψ (i₀, j₀))
      rw [← mul_div_assoc, eq_div_iff hp]
      exact h i i₀ j j₀
    · have h1 : ∀ p, ψ p = 0 := fun p => by_contra fun hp => h0 ⟨p, hp⟩
      exact ⟨fun _ => 0, fun _ => 0, fun i j => by simp [h1]⟩

/-- A diagonal operator is local iff its diagonal entries factorise like the amplitudes
of a product state. -/
theorem isLocal_diagonal_iff [DecidableEq m] [DecidableEq n] (f : m × n → ℂ) :
    IsLocal (diagonal f) ↔ IsProductState f := by
  constructor
  · rintro ⟨A, B, h⟩
    refine ⟨fun i => A i i, fun j => B j j, fun i j => ?_⟩
    have h1 := congrFun (congrFun h (i, j)) (i, j)
    simpa [kroneckerMap_apply] using h1
  · rintro ⟨u, v, h⟩
    refine ⟨diagonal u, diagonal v, ?_⟩
    rw [diagonal_kronecker_diagonal]
    exact congrArg diagonal (funext fun p => h p.1 p.2)

/-- The matrix diag(a, b, c, d) on two two-level systems is a Kronecker product
iff ad = bc. -/
theorem isLocal_diag_four_iff (a b c d : ℂ) :
    IsLocal (diagonal fun p : Fin 2 × Fin 2 => !![a, b; c, d] p.1 p.2) ↔
      a * d = b * c := by
  rw [isLocal_diagonal_iff, isProductState_iff_minors]
  constructor
  · intro h
    simpa using h 0 1 0 1
  · intro h i k j l
    fin_cases i <;> fin_cases k <;> fin_cases j <;> fin_cases l <;> simp <;>
      first
        | ring1
        | linear_combination h
        | linear_combination -h

/-- A diagonal operator sends a nonzero uniform superposition to a product state iff
the operator is local. -/
theorem uniform_product_iff_isLocal [Fintype m] [Fintype n] [DecidableEq m] [DecidableEq n]
    (f : m × n → ℂ) {c : ℂ} (hc : c ≠ 0) :
    IsProductState (diagonal f *ᵥ fun _ => c) ↔ IsLocal (diagonal f) := by
  rw [isLocal_diagonal_iff]
  constructor
  · rintro ⟨u, v, h⟩
    refine ⟨fun i => u i / c, v, fun i j => ?_⟩
    have h1 := h i j
    rw [mulVec_diagonal] at h1
    show f (i, j) = u i / c * v j
    rw [div_mul_eq_mul_div, eq_div_iff hc]
    exact h1
  · rintro ⟨u, v, h⟩
    refine ⟨fun i => c * u i, v, fun i j => ?_⟩
    rw [mulVec_diagonal, h]
    ring

/-- The coupling I1z I2z is diagonal, with the products of the magnetic quantum numbers
as entries. -/
theorem coupling_eq_diagonal :
    I1z * I2z = diagonal fun p : Fin 2 × Fin 2 => mz p.1 * mz p.2 := by
  unfold I1z I2z
  rw [← mul_kronecker_mul, mul_one, one_mul]
  unfold Iz
  rw [diagonal_kronecker_diagonal]

/-- The coupling propagator is diagonal: parallel spins acquire the phase factor exp(-it/4),
antiparallel spins exp(it/4). -/
theorem propagator_eq_diagonal (t : ℝ) :
    propagator t = diagonal fun p : Fin 2 × Fin 2 =>
      !![Complex.exp (-(Complex.I * t / 4)), Complex.exp (Complex.I * t / 4);
         Complex.exp (Complex.I * t / 4), Complex.exp (-(Complex.I * t / 4))] p.1 p.2 := by
  -- the exponential of a family of numbers is taken entry by entry
  have hexp : ∀ (g : Fin 2 × Fin 2 → ℂ) (p : Fin 2 × Fin 2),
      NormedSpace.exp g p = Complex.exp (g p) := by
    intro g p
    rw [Complex.exp_eq_exp_ℂ]
    exact Pi.coe_exp g p
  unfold propagator
  rw [coupling_eq_diagonal, ← diagonal_smul, Matrix.exp_diagonal]
  refine congrArg diagonal (funext fun p => ?_)
  rw [hexp]
  obtain ⟨i, j⟩ := p
  fin_cases i <;> fin_cases j <;> simp [mz] <;> (congr 1; ring1)

/-- For real t, the propagator exp(-i t I1z I2z) is a Kronecker product of one-spin operators
iff t is an integer multiple of 2π. -/
theorem propagator_isLocal_iff (t : ℝ) :
    IsLocal (propagator t) ↔ ∃ k : ℤ, t = k * (2 * Real.pi) := by
  rw [propagator_eq_diagonal, isLocal_diag_four_iff, ← Complex.exp_add, ← Complex.exp_add,
    Complex.exp_eq_exp_iff_exists_int]
  constructor
  · -- equal exponentials have exponents differing by a multiple of 2πi
    rintro ⟨k, hk⟩
    refine ⟨-k, ?_⟩
    have h : (t : ℂ) = ((-k : ℤ) : ℂ) * (2 * (Real.pi : ℂ)) := by
      apply mul_left_cancel₀ Complex.I_ne_zero
      push_cast
      linear_combination -hk
    exact_mod_cast h
  · rintro ⟨k, rfl⟩
    refine ⟨-k, ?_⟩
    push_cast
    ring

/-- The propagator sends the two-spin state with all four amplitudes 1/2 to a product state
iff t is an integer multiple of 2π. -/
theorem propagator_uniform_product_iff (t : ℝ) :
    IsProductState (propagator t *ᵥ fun _ => (1 / 2 : ℂ)) ↔
      ∃ k : ℤ, t = k * (2 * Real.pi) := by
  rw [← propagator_isLocal_iff, propagator_eq_diagonal]
  exact uniform_product_iff_isLocal _ (by norm_num)

/-- At t = 2π the propagator equals -4i I1z I2z. -/
theorem propagator_two_pi :
    propagator (2 * Real.pi) = (-4 * Complex.I) • (I1z * I2z) := by
  have e1 : Complex.exp (Complex.I * ((2 * Real.pi : ℝ) : ℂ) / 4) = Complex.I := by
    have h : Complex.I * ((2 * Real.pi : ℝ) : ℂ) / 4 = (Real.pi : ℂ) / 2 * Complex.I := by
      push_cast
      ring
    rw [h, Complex.exp_mul_I, Complex.cos_pi_div_two, Complex.sin_pi_div_two]
    ring
  have e2 : Complex.exp (-(Complex.I * ((2 * Real.pi : ℝ) : ℂ) / 4)) = -Complex.I := by
    rw [Complex.exp_neg, e1, Complex.inv_I]
  rw [propagator_eq_diagonal, e2, e1, coupling_eq_diagonal, ← diagonal_smul]
  refine congrArg diagonal (funext fun p => ?_)
  obtain ⟨i, j⟩ := p
  fin_cases i <;> fin_cases j <;> simp [mz] <;>
    first
      | ring1
      | norm_num

end

end LocalVersusEntangling
```

```lean
#print axioms LocalVersusEntangling.propagator_uniform_product_iff
#print axioms LocalVersusEntangling.propagator_two_pi
```

```
'LocalVersusEntangling.propagator_uniform_product_iff' depends on axioms: [propext, Classical.choice, Quot.sound]
'LocalVersusEntangling.propagator_two_pi' depends on axioms: [propext, Classical.choice, Quot.sound]
```

## Spins, operators and states in Lean

A basis state of the pair is an element of `Fin 2 × Fin 2`, with `0` for spin up and `1` for spin down. The function `mz` supplies the values $\pm1/2$, and `I1z` and `I2z` are Kronecker products of `Iz` with the identity. `propagator t` is the matrix exponential itself; its diagonal form is a theorem.

`IsLocal M` says that matrices $A$ and $B$ exist with $M=A\otimes B$; they need not be unitary. `IsProductState ψ` says that the amplitudes factorise, without requiring normalisation, so the zero array qualifies. The minor criterion and `isLocal_diagonal_iff` allow arbitrary index types, while `uniform_product_iff_isLocal` requires finite ones.

## How the proofs follow the calculation

`isProductState_iff_minors` uses the same row and column construction as above, with `by_cases` separating off the zero array. `isLocal_diagonal_iff` compares diagonal entries in one direction and builds diagonal factors in the other. In `isLocal_diag_four_iff`, `fin_cases` runs through all sixteen index choices; each resulting equation is either an identity or follows from $ad=bc$ through `linear_combination`.

`coupling_eq_diagonal` multiplies the Kronecker products, and `propagator_eq_diagonal` exponentiates the diagonal entry by entry. `propagator_isLocal_iff` then combines the exponentials and applies the criterion for two complex exponentials to be equal. Its integer witness is `-k`, matching the sign found above.

`uniform_product_iff_isLocal` moves the constant $c$ into or out of one factor, and `propagator_uniform_product_iff` applies this at $c=1/2$. `propagator_two_pi` evaluates the two phases and compares the four entries.

## Exact factorisation for an ideal $zz$ coupling

The results on $U(t)$ concern two spins 1/2, a real dimensionless $t$ and the coupling $I_{1z}I_{2z}$ alone. Strong coupling, which adds transverse terms, is not covered, nor is relaxation.

The criterion is an exact equality. In floating-point arithmetic a code would compare $ad-bc$ with a tolerance, and the theorems give no bound on the error made by splitting a gate that only nearly satisfies the test. The test also presupposes a diagonal matrix: for a general two-spin operator, checking the four diagonal entries is not enough.
